# All-electron and ultrasoft waves with the same non-zero value at R have equal logarithmic-derivative energy slopes there exactly when the all-electron norm inside R equals the augmented pseudo-norm inside R

Q: Take zero potential, energy $e=0$ and the radial wave $u=r$ on $[0,1]$. In Hartree units its energy derivative $v$ obeys $v''=-2r$, so I may take $v=-r^3/3$. At $r=1$ the Wronskian $uv'-u'v$ is $-1+\tfrac13=-\tfrac23$, which is $-2\int_0^1u^2\,dr$. Norm conservation rests on this identity: a pseudo-wave with the all-electron norm has the all-electron Wronskian. What replaces it in an ultrasoft scheme, where the pseudo-wave need not have that norm?

A: Add one projector $\beta=r$ with augmentation charge $Q=3$ and zero strength $D$. The wave is still $u=r$, and its projector amplitude is $b=\int_0^1\beta u\,dr=\tfrac13$. The charge enters the energy derivative: $v''=-2(u+\beta Qb)=-4r$, so $v=-2r^3/3$. The Wronskian at 1 becomes $-2+\tfrac23=-\tfrac43=-2(\tfrac13+bQb)$. The Wronskian now measures the augmented norm.

Q: Show me the general case, with a potential and several projectors.

A: Let $u''=2(V-e)u-2s$ and $v''=2(V-e)v-2t$, with sources $s,t$ and $u(0)=v(0)=0$. Then
$$(uv'-u'v)'=uv''-u''v=-2(ut-sv),$$
because the terms in $V-e$ cancel. Integrating from the origin, where the Wronskian vanishes, gives
$$(uv'-u'v)(R)=-2\int_0^R(ut-sv)\,dr.$$
For an all-electron wave $s=0$ and $t=u$, which leaves $-2\int_0^R u^2\,dr$.

The ultrasoft wave, with local potential $W$ in place of $V$, solves
$$-\tfrac12u''+Wu+\sum_{ij}\beta_iD_{ij}b_j=e\Big(u+\sum_{ij}\beta_iQ_{ij}b_j\Big),\qquad b_i=\int_0^R\beta_iu\,dr.$$
Write $A=D-eQ$ and $c_i=\int_0^R\beta_iv\,dr$. This equation and its energy derivative give
$$s=-\sum_{ij}\beta_iA_{ij}b_j,\qquad t=u+\sum_{ij}\beta_iQ_{ij}b_j-\sum_{ij}\beta_iA_{ij}c_j,$$
and therefore
$$\int_0^R(ut-sv)\,dr=\int_0^Ru^2\,dr+b^TQb-b^TAc+c^TAb.$$
The last two terms cancel because $A$ is symmetric. Call what remains $N$.

If $v$ is the energy derivative of a family whose member at $e$ is $u$, and $u(R)\ne0$, the quotient rule gives
$$\frac{\partial}{\partial E}\frac{u'}{u}\bigg|_{R,\,e}=\frac{uv'-u'v}{u^2}\bigg|_R=-\frac{2N}{u(R)^2}.$$
Two waves with the same non-zero $u(R)$ share the denominator, so their slopes agree exactly when their $N$ agree.

Q: Now the formal version. Does it admit a nuclear Coulomb potential?

A: Yes. The wave and its slope `du` must be continuous on $[0,R]$, but the differential equation is required only in the open interval, and `V` carries no regularity assumption. A centrifugal term can be absorbed into `V`, which makes this one angular-momentum channel of a non-relativistic spherical problem.

In Lean 4 with Mathlib:

```lean
import Mathlib

open Set Matrix

namespace GeneralisedNormConservation

noncomputable section

variable {n : Type*} [Fintype n]

/-- A radial function `u` with slope `du` on `[0, R]`, vanishing at the origin and obeying
`u'' = 2 (V - e) u - 2 s` in the interior, with source `s`. -/
structure RadialSolution (V : ℝ → ℝ) (e R : ℝ) (s u du : ℝ → ℝ) : Prop where
  origin : u 0 = 0
  cont : ContinuousOn u (Icc 0 R)
  cont_slope : ContinuousOn du (Icc 0 R)
  slope : ∀ r ∈ Ioo 0 R, HasDerivAt u (du r) r
  equation : ∀ r ∈ Ioo 0 R, HasDerivAt du (2 * (V r - e) * u r - 2 * s r) r
```

Q: And the nonlocal part?

A: The index type `n` is finite and labels the projectors; it may be empty. `amplitude` is $b_i$, and `separable` is $\sum_{ij}\beta_i(r)A_{ij}b_j$.

```lean
/-- The projector amplitudes `∫ βᵢ u` over `[0, R]`. -/
def amplitude (R : ℝ) (β : n → ℝ → ℝ) (u : ℝ → ℝ) : n → ℝ :=
  fun i => ∫ r in (0 : ℝ)..R, β i r * u r

/-- The separable nonlocal term `∑ᵢⱼ βᵢ(r) Aᵢⱼ bⱼ`. -/
def separable (β : n → ℝ → ℝ) (A : Matrix n n ℝ) (b : n → ℝ) (r : ℝ) : ℝ :=
  ∑ i, β i r * (A *ᵥ b) i
```

The two pair structures insert the sources derived above.

```lean
/-- An all-electron wave `u` at energy `e`, and a solution `v` of the energy-differentiated
radial equation. -/
structure AllElectronPair (V : ℝ → ℝ) (e R : ℝ) (u du v dv : ℝ → ℝ) : Prop where
  wave : RadialSolution V e R (fun _ => 0) u du
  energy : RadialSolution V e R u v dv

/-- An ultrasoft pseudo-wave `u` with projectors `β`, strengths `D` and augmentation charges `Q`,
and a solution `v` of the energy-differentiated generalised equation. -/
structure UltrasoftPair (W : ℝ → ℝ) (β : n → ℝ → ℝ) (D Q : Matrix n n ℝ) (e R : ℝ)
    (u du v dv : ℝ → ℝ) : Prop where
  projectors : ∀ i, ContinuousOn (β i) (Icc 0 R)
  symm_D : Dᵀ = D
  symm_Q : Qᵀ = Q
  wave : RadialSolution W e R
    (fun r => -separable β (D - e • Q) (amplitude R β u) r) u du
  energy : RadialSolution W e R
    (fun r => u r + separable β Q (amplitude R β u) r
      - separable β (D - e • Q) (amplitude R β v) r) v dv
```

Q: So $Q$ is any symmetric matrix?

A: Here, yes. Physically it stands for the charge missing from the pseudo-waves inside $R$, but the file does not build it from partial waves. Nor does it prove that solutions exist.

Q: What makes `v` an energy derivative, and not merely a solution of a suggestive equation?

A: A separate hypothesis: the family's value and slope at $R$ have energy derivatives `v R` and `dv R`. That `v` also solves the differentiated equation is assumed, not derived from the family. The slope is supplied as a separate function `dφ`, which the pair structures tie to the radial derivative of `φ` only at the energy `e`; in use, it is the radial derivative at every energy.

```lean
/-- At radius `R` and energy `e`, the functions `φ` and `dφ`, meant as a family of waves and their
radial slopes, have energy derivatives `a` and `b`. -/
structure EnergyTangent (φ dφ : ℝ → ℝ → ℝ) (e R a b : ℝ) : Prop where
  value : HasDerivAt (fun E => φ E R) a e
  slope : HasDerivAt (fun E => dφ E R) b e
```

Q: Where does the proof do its real work?

A: In the Wronskian identity, and there in `intervalIntegral.integral_eq_sub_of_hasDerivAt_of_le`. This form of the fundamental theorem of calculus wants continuity on the closed interval, a derivative in the interior, and an integrable derivative. The `ring` inside `hd` removes $V-e$ before integrability is needed, so only $-2(ut-sv)$ has to be integrable, never $V$ itself.

```lean
/-- The Wronskian at `R` of two radial solutions with sources `s` and `t` is
`-2 ∫ (u t - s v)`. -/
theorem wronskian_eq_integral {V s t u du v dv : ℝ → ℝ} {e R : ℝ} (hR : 0 ≤ R)
    (hs : ContinuousOn s (Icc 0 R)) (ht : ContinuousOn t (Icc 0 R))
    (hu : RadialSolution V e R s u du) (hv : RadialSolution V e R t v dv) :
    u R * dv R - du R * v R = -2 * ∫ r in (0 : ℝ)..R, (u r * t r - s r * v r) := by
  have hc : ContinuousOn (fun r => u r * dv r - du r * v r) (Icc 0 R) :=
    (hu.cont.mul hv.cont_slope).sub (hu.cont_slope.mul hv.cont)
  -- the potential and the energy cancel in the derivative of the Wronskian
  have hd : ∀ r ∈ Ioo 0 R, HasDerivAt (fun r => u r * dv r - du r * v r)
      (-2 * (u r * t r - s r * v r)) r := by
    intro r hr
    exact (((hu.slope r hr).fun_mul (hv.equation r hr)).fun_sub
      ((hu.equation r hr).fun_mul (hv.slope r hr))).congr_deriv (by ring)
  have hi : IntervalIntegrable (fun r => -2 * (u r * t r - s r * v r))
      MeasureTheory.volume 0 R :=
    (continuousOn_const.mul ((hu.cont.mul ht).sub (hs.mul hv.cont))).intervalIntegrable_of_Icc hR
  have h := intervalIntegral.integral_eq_sub_of_hasDerivAt_of_le hR hc hd hi
  rw [intervalIntegral.integral_const_mul] at h
  rw [h, hu.origin, hv.origin]
  ring
```

The all-electron case is a substitution.

```lean
/-- The Wronskian of an all-electron wave with a solution of its energy-differentiated equation is
minus twice the norm inside `R`. -/
theorem allElectron_norm {V u du v dv : ℝ → ℝ} {e R : ℝ} (hR : 0 ≤ R)
    (h : AllElectronPair V e R u du v dv) :
    u R * dv R - du R * v R = -2 * ∫ r in (0 : ℝ)..R, u r ^ 2 := by
  rw [wronskian_eq_integral hR continuousOn_const h.wave.cont h.wave h.energy]
  congr 1
  exact intervalIntegral.integral_congr fun r _ => by ring
```

For the ultrasoft case, the overlap of a separable term with a wave becomes a bilinear form by exchanging a finite sum with the integral.

```lean
/-- The overlap of a separable term with `u` is the bilinear form of its matrix in the
projector amplitudes. -/
theorem integral_separable {β : n → ℝ → ℝ} {u : ℝ → ℝ} {R : ℝ} (hR : 0 ≤ R)
    (hβ : ∀ i, ContinuousOn (β i) (Icc 0 R)) (hu : ContinuousOn u (Icc 0 R))
    (A : Matrix n n ℝ) (b : n → ℝ) :
    ∫ r in (0 : ℝ)..R, separable β A b r * u r = amplitude R β u ⬝ᵥ A *ᵥ b := by
  simp only [separable, Finset.sum_mul, dotProduct, amplitude]
  rw [intervalIntegral.integral_finsetSum]
  · refine Finset.sum_congr rfl fun i _ => ?_
    rw [← intervalIntegral.integral_mul_const]
    exact intervalIntegral.integral_congr fun r _ => by ring
  · intro i _
    exact (((hβ i).mul continuousOn_const).mul hu).intervalIntegrable_of_Icc hR
```

Next, `hsym` is the step $b^TAc=c^TAb$, and the `calc` block splits the integral into the four terms found by hand.

```lean
/-- The Wronskian of an ultrasoft wave with a solution of its energy-differentiated equation is
minus twice the norm augmented by the charges `Q`. -/
theorem ultrasoft_norm {W u du v dv : ℝ → ℝ} {β : n → ℝ → ℝ} {D Q : Matrix n n ℝ} {e R : ℝ}
    (hR : 0 ≤ R) (h : UltrasoftPair W β D Q e R u du v dv) :
    u R * dv R - du R * v R = -2 * ((∫ r in (0 : ℝ)..R, u r ^ 2)
      + amplitude R β u ⬝ᵥ Q *ᵥ amplitude R β u) := by
  have hS : ∀ (A : Matrix n n ℝ) (b : n → ℝ), ContinuousOn (separable β A b) (Icc 0 R) :=
    fun A b => continuousOn_finsetSum _ fun i _ => (h.projectors i).mul continuousOn_const
  have hu := h.wave.cont
  have hv := h.energy.cont
  rw [wronskian_eq_integral hR (hS _ _).neg ((hu.add (hS _ _)).sub (hS _ _)) h.wave h.energy]
  have hA : (D - e • Q)ᵀ = D - e • Q := by
    rw [Matrix.transpose_sub, Matrix.transpose_smul, h.symm_D, h.symm_Q]
  generalize D - e • Q = A at hA ⊢
  set b := amplitude R β u with hb
  set c := amplitude R β v with hc
  -- symmetry exchanges the amplitudes of the wave and of its energy derivative
  have hsym : b ⬝ᵥ A *ᵥ c = c ⬝ᵥ A *ᵥ b := by
    rw [Matrix.dotProduct_mulVec, ← Matrix.mulVec_transpose, hA, dotProduct_comm]
  have i0 : IntervalIntegrable (fun r => u r ^ 2) MeasureTheory.volume 0 R :=
    (hu.pow 2).intervalIntegrable_of_Icc hR
  have i1 : IntervalIntegrable (fun r => separable β Q b r * u r) MeasureTheory.volume 0 R :=
    ((hS Q b).mul hu).intervalIntegrable_of_Icc hR
  have i2 : IntervalIntegrable (fun r => separable β A c r * u r) MeasureTheory.volume 0 R :=
    ((hS A c).mul hu).intervalIntegrable_of_Icc hR
  have i3 : IntervalIntegrable (fun r => separable β A b r * v r) MeasureTheory.volume 0 R :=
    ((hS A b).mul hv).intervalIntegrable_of_Icc hR
  have i01 : IntervalIntegrable (fun r => u r ^ 2 + separable β Q b r * u r)
      MeasureTheory.volume 0 R := i0.add i1
  have i012 : IntervalIntegrable (fun r => u r ^ 2 + separable β Q b r * u r
      - separable β A c r * u r) MeasureTheory.volume 0 R := i01.sub i2
  congr 1
  calc _ = ∫ r in (0 : ℝ)..R, (u r ^ 2 + separable β Q b r * u r
        - separable β A c r * u r + separable β A b r * v r) :=
        intervalIntegral.integral_congr fun r _ => by
          simp only [Pi.add_apply, Pi.sub_apply, Pi.neg_apply]
          ring
    _ = _ := by
        rw [intervalIntegral.integral_add i012 i3, intervalIntegral.integral_sub i01 i2,
          intervalIntegral.integral_add i0 i1, integral_separable hR h.projectors hu,
          integral_separable hR h.projectors hu, integral_separable hR h.projectors hv,
          ← hb, ← hc, hsym]
        ring
```

Where the wave is non-zero at $R$, the quotient rule then turns a Wronskian into a slope.

```lean
/-- If the Wronskian of a family with its energy derivative is `-2 N` at `R`, its logarithmic
derivative there has energy slope `-2 N / φ(R)²`. -/
theorem logDeriv_slope {φ dφ : ℝ → ℝ → ℝ} {e R a b N : ℝ} (h : EnergyTangent φ dφ e R a b)
    (h0 : φ e R ≠ 0) (hN : φ e R * b - dφ e R * a = -2 * N) :
    HasDerivAt (fun E => dφ E R / φ E R) (-2 * N / φ e R ^ 2) e := by
  refine (h.slope.fun_div h.value h0).congr_deriv ?_
  rw [← hN]
  ring

/-- The energy slope of the all-electron logarithmic derivative at `R` is minus twice the norm
inside `R`, divided by the squared wave at `R`. -/
theorem allElectron_logDeriv_slope {V v dv : ℝ → ℝ} {φ dφ : ℝ → ℝ → ℝ} {e R : ℝ} (hR : 0 ≤ R)
    (h : AllElectronPair V e R (φ e) (dφ e) v dv)
    (ht : EnergyTangent φ dφ e R (v R) (dv R)) (h0 : φ e R ≠ 0) :
    HasDerivAt (fun E => dφ E R / φ E R)
      (-2 * (∫ r in (0 : ℝ)..R, φ e r ^ 2) / φ e R ^ 2) e :=
  logDeriv_slope ht h0 (allElectron_norm hR h)
```

Q: And the comparison itself?

A: It substitutes both slopes and cancels the common non-zero denominator. Both derivatives are shown to exist, so `deriv` is not returning a default value.

```lean
/-- Generalised norm conservation: for waves of equal non-zero value at `R`, the all-electron and
ultrasoft logarithmic derivatives have equal energy slopes exactly when the all-electron norm
equals the augmented pseudo-norm. -/
theorem generalised_norm_conservation {V W v dv w dw : ℝ → ℝ} {φ dφ ψ dψ : ℝ → ℝ → ℝ}
    {β : n → ℝ → ℝ} {D Q : Matrix n n ℝ} {e R : ℝ} (hR : 0 ≤ R)
    (hφ : AllElectronPair V e R (φ e) (dφ e) v dv)
    (tφ : EnergyTangent φ dφ e R (v R) (dv R))
    (hψ : UltrasoftPair W β D Q e R (ψ e) (dψ e) w dw)
    (tψ : EnergyTangent ψ dψ e R (w R) (dw R))
    (hm : φ e R = ψ e R) (h0 : φ e R ≠ 0) :
    deriv (fun E => dφ E R / φ E R) e = deriv (fun E => dψ E R / ψ E R) e ↔
      ∫ r in (0 : ℝ)..R, φ e r ^ 2 = (∫ r in (0 : ℝ)..R, ψ e r ^ 2)
        + amplitude R β (ψ e) ⬝ᵥ Q *ᵥ amplitude R β (ψ e) := by
  have h1 : ψ e R ≠ 0 := hm ▸ h0
  rw [(allElectron_logDeriv_slope hR hφ tφ h0).deriv,
    (logDeriv_slope tψ h1 (ultrasoft_norm hR hψ)).deriv, hm,
    div_left_inj' (pow_ne_zero 2 h1)]
  constructor <;> intro h <;> linarith
```

Q: Does that make the pseudo-atom scatter correctly?

A: Only the energy slopes at one energy are compared. The hypothesis `hm` matches the values of the waves, not their radial slopes, so the logarithmic derivatives themselves may still differ; a pseudopotential construction matches those too. The theorem also concerns a single reference energy, not the matrix of conditions that couples several.

Q: Where would I meet this in a calculation?

A: When testing an ultrasoft or PAW dataset, one plots the all-electron and pseudo logarithmic derivatives against energy. For a single non-relativistic spherical channel, the theorem says when the two curves have the same slope at the reference energy. You can also compare a finite difference of $u'(R)/u(R)$ at $e\pm\delta$ with $-2N/u(R)^2$; leaving a non-zero $b^TQb$ out of $N$ shifts the second number by $2b^TQb/u(R)^2$, which is visible once the finite-difference error is smaller than that.

Q: Does anything actually satisfy these definitions?

A: The free wave $\sin kr$ does, together with its genuine energy family.

```lean
/-- The free wave `sin (k r)` at energy `k² / 2`, with energy derivative `r cos (k r) / k`, is an
all-electron pair, and the family `sin (√(2E) r)` has the matching energy tangent. -/
theorem freeParticle_witness {k : ℝ} (hk : 0 < k) (R : ℝ) :
    AllElectronPair (fun _ => 0) (k ^ 2 / 2) R (fun r => Real.sin (k * r))
      (fun r => k * Real.cos (k * r)) (fun r => r * Real.cos (k * r) / k)
      (fun r => Real.cos (k * r) / k - r * Real.sin (k * r)) ∧
    EnergyTangent (fun E r => Real.sin (Real.sqrt (2 * E) * r))
      (fun E r => Real.sqrt (2 * E) * Real.cos (Real.sqrt (2 * E) * r)) (k ^ 2 / 2) R
      (R * Real.cos (k * R) / k) (Real.cos (k * R) / k - R * Real.sin (k * R)) := by
  have hk0 : k ≠ 0 := hk.ne'
  have hl : ∀ a x : ℝ, HasDerivAt (fun y : ℝ => a * y) a x := fun a x => by
    simpa using (hasDerivAt_id x).const_mul a
  have hs := fun r : ℝ => (hl k r).sin
  have hc := fun r : ℝ => (hl k r).cos
  refine ⟨⟨⟨by simp, by fun_prop, by fun_prop, fun r _ => ?_, fun r _ => ?_⟩,
    ⟨by simp, by fun_prop, by fun_prop, fun r _ => ?_, fun r _ => ?_⟩⟩, ?_⟩
  · exact (hs r).congr_deriv (by ring)
  · exact ((hc r).const_mul k).congr_deriv (by ring)
  · exact (((hasDerivAt_id' r).fun_mul (hc r)).div_const k).congr_deriv (by field_simp; ring)
  · exact (((hc r).div_const k).fun_sub ((hasDerivAt_id' r).fun_mul (hs r))).congr_deriv
      (by field_simp; ring)
  · -- the wave number √(2E) has energy derivative 1 / k
    have e1 : Real.sqrt (2 * (k ^ 2 / 2)) = k := by
      rw [show 2 * (k ^ 2 / 2) = k ^ 2 by ring, Real.sqrt_sq hk.le]
    have hne : 2 * (k ^ 2 / 2) ≠ 0 := by positivity
    have hq : HasDerivAt (fun E : ℝ => Real.sqrt (2 * E)) (1 / k) (k ^ 2 / 2) :=
      ((hl 2 (k ^ 2 / 2)).sqrt hne).congr_deriv (by rw [e1]; field_simp)
    refine ⟨(hq.mul_const R).sin.congr_deriv ?_,
      (hq.fun_mul (hq.mul_const R).cos).congr_deriv ?_⟩
    · rw [e1]; ring
    · rw [e1]; field_simp; ring
```

So does the one-projector example we started from, as an ultrasoft pair; no energy family is supplied for it.

```lean
/-- The wave `r` on `[0, 1]` at zero energy, with projector `r`, zero strength and augmentation
charge `3`, forms an ultrasoft pair with `-2 r³ / 3`. -/
theorem ultrasoft_witness :
    UltrasoftPair (fun _ => 0) (fun (_ : Fin 1) r => r) 0 !![3] 0 1
      (fun r => r) (fun _ => 1) (fun r => -2 / 3 * r ^ 3) (fun r => -2 * r ^ 2) := by
  have hb : amplitude 1 (fun (_ : Fin 1) r => r) (fun r => r) = fun _ => 1 / 3 := by
    funext i
    have h : ∫ r in (0 : ℝ)..1, r * r = 1 / 3 := by
      simp_rw [← pow_two]
      rw [integral_pow]
      norm_num
    exact h
  refine ⟨fun _ => by fun_prop, by simp, by ext i j; fin_cases i; fin_cases j; rfl,
    ⟨rfl, by fun_prop, by fun_prop, fun r _ => hasDerivAt_id' r, fun r _ => ?_⟩,
    ⟨by simp, by fun_prop, by fun_prop, fun r _ => ?_, fun r _ => ?_⟩⟩
  · exact (hasDerivAt_const r (1 : ℝ)).congr_deriv (by simp [separable])
  · exact ((hasDerivAt_pow 3 r).const_mul (-2 / 3 : ℝ)).congr_deriv (by norm_num; ring)
  · refine ((hasDerivAt_pow 2 r).const_mul (-2 : ℝ)).congr_deriv ?_
    rw [hb]
    simp [separable, Matrix.mulVec, dotProduct]
    ring

end

end GeneralisedNormConservation
```

```lean
#print axioms GeneralisedNormConservation.generalised_norm_conservation
```

```
'GeneralisedNormConservation.generalised_norm_conservation' depends on axioms: [propext, Classical.choice, Quot.sound]
```
